# Radical-pair recombination through one channel: the norm is constant exactly for dark initial states

A radical pair evolves coherently under its time-independent spin Hamiltonian H and recombines with rate constant k from the states onto which P projects, for example the singlets. With ħ = 1, its state ψ obeys

ψ′ = −(iH + kP/2)ψ, t ≥ 0.

The factor 1/2 makes k the decay rate of a population, not of an amplitude. If ‖ψ(0)‖ = 1, then ‖ψ(t)‖² is the survival probability.

The state space `E` is a complex inner product space, with ℂⁿ as a special case. Parts (e) and (f) also assume that it is complete, as ℂⁿ is; the proof of (e) uses this to apply (d).

```lean
import Mathlib

open Set

namespace RadicalPairDarkStates

noncomputable section

variable {E : Type*} [NormedAddCommGroup E] [InnerProductSpace ℂ E]
```

`H` and `P` are bounded linear maps. `IsRadicalPair` says that H is Hermitian and that P is an orthogonal projection; nothing specific to spins is assumed.

```lean
/-- The Hamiltonian `H` is symmetric and `P` is an orthogonal projection. -/
structure IsRadicalPair (H P : E →L[ℂ] E) : Prop where
  hermitian : ∀ x y, inner ℂ (H x) y = inner ℂ x (H y)
  symmetric : ∀ x y, inner ℂ (P x) y = inner ℂ x (P y)
  idempotent : ∀ x, P (P x) = P x
```

`IsSolution` is the evolution equation, with a one-sided derivative at t = 0. That a real pair follows this equation, with one reactive channel and no spin relaxation, is an assumption.

```lean
/-- The evolution equation `ψ' = -(i H + k P / 2) ψ` at all times `t ≥ 0`, with the
one-sided derivative at `t = 0`. -/
def IsSolution (H P : E →L[ℂ] E) (k : ℝ) (ψ : ℝ → E) : Prop :=
  ∀ t, 0 ≤ t → HasDerivWithinAt ψ
    (-(Complex.I • H (ψ t) + ((k / 2 : ℝ) : ℂ) • P (ψ t))) (Ici 0) t
```

A vector v is called dark if P Hᵐ v = 0 for every integer m ≥ 0. The dark vectors, zero included, form a subspace.

```lean
/-- The dark subspace: all states `v` with `P H^m v = 0` for every `m ≥ 0`. -/
def darkSubspace (H P : E →L[ℂ] E) : Submodule ℂ E where
  carrier := {v | ∀ m : ℕ, P ((H ^ m) v) = 0}
  zero_mem' := fun m => by rw [map_zero, map_zero]
  add_mem' := fun {a b} ha hb m => by rw [map_add, map_add, ha m, hb m, add_zero]
  smul_mem' := fun c a ha m => by rw [map_smul, map_smul, ha m, smul_zero]
```

## (a) The rate of loss

Show that

d‖ψ‖²/dt = −k‖Pψ‖².

Differentiating the inner product gives

d‖ψ‖²/dt = 2 Re⟨ψ, ψ′⟩ = 2 Re(−i⟨ψ, Hψ⟩) − k Re⟨ψ, Pψ⟩.

Since H is Hermitian, ⟨ψ, Hψ⟩ is real and the first term vanishes (`h1`). Since P is symmetric and P² = P, ⟨ψ, Pψ⟩ = ⟨Pψ, Pψ⟩ = ‖Pψ‖² (`h2`).

```lean
variable {H P : E →L[ℂ] E} {k : ℝ} {ψ : ℝ → E}

/-- For a symmetric `H` and an orthogonal projection `P`, the squared norm of a solution
changes at the rate `-k ‖P ψ‖²`. -/
theorem hasDerivWithinAt_norm_sq (h : IsRadicalPair H P) (hψ : IsSolution H P k ψ)
    {t : ℝ} (ht : 0 ≤ t) :
    HasDerivWithinAt (fun s => ‖ψ s‖ ^ 2) (-k * ‖P (ψ t)‖ ^ 2) (Ici 0) t := by
  -- the energy expectation value is real
  have h1 : (inner ℂ (ψ t) (H (ψ t))).im = 0 := by
    have c := inner_conj_symm (𝕜 := ℂ) (ψ t) (H (ψ t))
    rw [h.hermitian] at c
    exact Complex.conj_eq_iff_im.mp c
  -- the expectation value of the projection is a squared norm
  have h2 : (inner ℂ (ψ t) (P (ψ t))).re = ‖P (ψ t)‖ ^ 2 := by
    have e := h.symmetric (ψ t) (P (ψ t))
    rw [h.idempotent] at e
    rw [← e]
    exact inner_self_eq_norm_sq (𝕜 := ℂ) (P (ψ t))
  have hs : ∀ v, (inner ℂ v (ψ t)).re = (inner ℂ (ψ t) v).re := fun v => by
    rw [← inner_conj_symm v (ψ t), Complex.conj_re]
  have d := Complex.reCLM.hasFDerivAt.comp_hasDerivWithinAt t
    (HasDerivWithinAt.inner ℂ (hψ t ht) (hψ t ht))
  refine (d.congr_deriv ?_).congr
    (fun s _ => (inner_self_eq_norm_sq (𝕜 := ℂ) (ψ s)).symm)
    (inner_self_eq_norm_sq (𝕜 := ℂ) (ψ t)).symm
  rw [Complex.reCLM_apply, Complex.add_re, hs, inner_neg_right, inner_add_right,
    inner_smul_right, inner_smul_right]
  simp only [Complex.neg_re, Complex.add_re, Complex.mul_re, Complex.I_re, Complex.I_im,
    Complex.ofReal_re, Complex.ofReal_im, h1, h2]
  ring
```

## (b) The direction of change

For k ≥ 0, show that

‖ψ(t)‖ ≤ ‖ψ(s)‖ whenever 0 ≤ s ≤ t.

By (a) the derivative of ‖ψ‖² is never positive, so ‖ψ‖² does not increase. Norms are nonnegative, so the same holds for ‖ψ‖. `AntitoneOn` is Lean's word for nonincreasing.

```lean
/-- For a symmetric `H`, an orthogonal projection `P` and `k ≥ 0`, the norm of a solution
never increases on `t ≥ 0`. -/
theorem norm_antitoneOn (h : IsRadicalPair H P) (hk : 0 ≤ k) (hψ : IsSolution H P k ψ) :
    AntitoneOn (fun t => ‖ψ t‖) (Ici 0) := by
  have hd := fun t (ht : t ∈ Ici (0 : ℝ)) => hasDerivWithinAt_norm_sq h hψ ht
  have ha : AntitoneOn (fun t => ‖ψ t‖ ^ 2) (Ici 0) :=
    antitoneOn_of_hasDerivWithinAt_nonpos (f' := fun t => -k * ‖P (ψ t)‖ ^ 2) (convex_Ici 0)
      (fun t ht => (hd t ht).continuousWithinAt)
      (fun t ht => (hd t (interior_subset ht)).mono interior_subset)
      (fun t _ => by nlinarith [mul_nonneg hk (sq_nonneg ‖P (ψ t)‖)])
  intro s hs t ht hst
  exact (sq_le_sq₀ (norm_nonneg _) (norm_nonneg _)).1 (ha hs ht hst)
```

## (c) The Hamiltonian acting on a dark vector

Show that if v is dark, so is Hv:

P Hᵐ(Hv) = 0 for every m ≥ 0.

The left side is P Hᵐ⁺¹ v, which vanishes by the condition on v at m + 1.

```lean
/-- The Hamiltonian maps the dark subspace into itself. -/
theorem hamiltonian_mem_dark {v : E} (hv : v ∈ darkSubspace H P) :
    H v ∈ darkSubspace H P := by
  intro m
  have h := hv (m + 1)
  rw [pow_succ] at h
  exact h
```

## (d) A solution through every initial vector

For a bounded A on a complex Banach space, find y with

y′ = Ay, y(0) = x.

Take y(z) = exp(zA)x. The exponential series converges and can be differentiated term by term, giving y′(z) = A exp(zA)x = Ay(z), and y(0) = x. Lean allows complex z; part (e) uses real times.

```lean
/-- On a complex Banach space the linear equation `y' = A y` with bounded `A` has a solution
through every initial vector. -/
theorem exists_linear_flow {F : Type*} [NormedAddCommGroup F] [NormedSpace ℂ F]
    [CompleteSpace F] (A : F →L[ℂ] F) (x : F) :
    ∃ y : ℂ → F, y 0 = x ∧ ∀ z, HasDerivAt y (A (y z)) z := by
  refine ⟨fun z => (NormedSpace.exp (z • A)) x, by simp, fun z => ?_⟩
  refine ((hasDerivAt_exp_smul_const' (𝕂 := ℂ) A z).clm_apply
    (hasDerivAt_const z x)).congr_deriv ?_
  rw [map_zero]
  exact add_zero _
```

## (e) Evolution from a dark state

For k ≥ 0 and ψ(0) dark, show that

P Hᵐ ψ(t) = 0 for every m ≥ 0 and t ≥ 0.

The dark subspace is an intersection of kernels of the continuous maps P Hᵐ, so it is closed and therefore complete. By (c), H restricts to a map B on it. By (d), φ(t) = exp(−iBt)ψ(0) stays dark. In particular Pφ = 0, so

φ′ = −iHφ = −(iH + kP/2)φ.

The difference w = ψ − φ solves the same linear equation with w(0) = 0. By (b), ‖w(t)‖ ≤ ‖w(0)‖ = 0, hence ψ = φ.

```lean
/-- In a Hilbert space, with a symmetric `H`, an orthogonal projection `P` and `k ≥ 0`, a
solution that starts in the dark subspace stays in it for all `t ≥ 0`. -/
theorem solution_mem_dark [CompleteSpace E] (h : IsRadicalPair H P) (hk : 0 ≤ k)
    (hψ : IsSolution H P k ψ) (h0 : ψ 0 ∈ darkSubspace H P) {t : ℝ} (ht : 0 ≤ t) :
    ψ t ∈ darkSubspace H P := by
  have hc : IsClosed (darkSubspace H P : Set E) := by
    change IsClosed {v | ∀ m : ℕ, P ((H ^ m) v) = 0}
    rw [Set.ofPred_forall]
    exact isClosed_iInter fun m =>
      isClosed_eq (P.continuous.comp (H ^ m).continuous) continuous_const
  have : CompleteSpace (darkSubspace H P) := hc.completeSpace_coe
  -- unitary evolution inside the dark subspace
  let B : darkSubspace H P →L[ℂ] darkSubspace H P :=
    (H.comp (darkSubspace H P).subtypeL).codRestrict (darkSubspace H P)
      (fun v => hamiltonian_mem_dark v.2)
  obtain ⟨y, hy0, hy⟩ := exists_linear_flow ((-Complex.I) • B) ⟨ψ 0, h0⟩
  let φ : ℝ → E := fun s => (y (s : ℂ) : E)
  have hφ : IsSolution H P k φ := by
    intro s _
    have d := HasDerivAt.scomp s
      ((darkSubspace H P).subtypeL.hasFDerivAt.comp_hasDerivAt (s : ℂ) (hy s))
      (hasDerivAt_id s).ofReal_comp
    have hp : P (φ s) = 0 := (y (s : ℂ)).2 0
    refine (d.congr_deriv ?_).hasDerivWithinAt
    rw [hp, smul_zero, add_zero, Complex.ofReal_one, one_smul]
    change (-Complex.I) • H (φ s) = _
    rw [neg_smul]
  -- two solutions with the same initial state coincide
  have hw : IsSolution H P k (fun s => ψ s - φ s) := by
    intro s hs
    refine ((hψ s hs).fun_sub (hφ s hs)).congr_deriv ?_
    rw [map_sub, map_sub]
    module
  have hφ0 : φ 0 = ψ 0 :=
    (congrArg (fun z => (y z : E)) Complex.ofReal_zero).trans (congrArg Subtype.val hy0)
  have hle : ‖ψ t - φ t‖ ≤ ‖ψ 0 - φ 0‖ :=
    norm_antitoneOn h hk hw (mem_Ici.2 le_rfl) (mem_Ici.2 ht) ht
  rw [hφ0, sub_self, norm_zero] at hle
  rw [sub_eq_zero.1 (norm_le_zero_iff.1 hle)]
  exact (y (t : ℂ)).2
```

## (f) The criterion for constant norm

For k > 0, show that

‖ψ(t)‖ = ‖ψ(0)‖ for all t ≥ 0 ⇔ P Hᵐ ψ(0) = 0 for all m ≥ 0.

Let the norm be constant. Then (a) gives k‖Pψ(t)‖² = 0, so Pψ(t) = 0 for all t ≥ 0. This starts an induction (`key`). If P Hᵐ ψ(t) = 0 for all t ≥ 0, differentiation gives

0 = P Hᵐ ψ′(t) = −i P Hᵐ⁺¹ ψ(t),

where the term in Pψ has dropped out. Setting t = 0 gives the condition.

Conversely, if ψ(0) is dark, (e) with m = 0 gives Pψ(t) = 0. By (a) the derivative of ‖ψ‖² is zero, so the norm is constant. Lean combines "nondecreasing" with (b).

In a spin-dynamics simulation with this single channel and no relaxation, a dark initial state should therefore yield no product at any time.

```lean
/-- In a Hilbert space, with a symmetric `H`, an orthogonal projection `P` and `k > 0`, the norm
of a solution is constant on `t ≥ 0` exactly when `P H^m ψ(0) = 0` for every `m ≥ 0`. -/
theorem norm_constant_iff_dark [CompleteSpace E] (h : IsRadicalPair H P) (hk : 0 < k)
    (hψ : IsSolution H P k ψ) :
    (∀ t, 0 ≤ t → ‖ψ t‖ = ‖ψ 0‖) ↔ ∀ m : ℕ, P ((H ^ m) (ψ 0)) = 0 := by
  have hd := fun t (ht : t ∈ Ici (0 : ℝ)) => hasDerivWithinAt_norm_sq h hψ ht
  constructor
  · intro hn
    -- no loss of norm means no population in the recombining states
    have hp : ∀ t, 0 ≤ t → P (ψ t) = 0 := by
      intro t ht
      have hu := uniqueDiffOn_Ici (0 : ℝ) t ht
      have hz : HasDerivWithinAt (fun s => ‖ψ s‖ ^ 2) 0 (Ici 0) t :=
        (hasDerivWithinAt_const t (Ici 0) (‖ψ 0‖ ^ 2)).congr
          (fun s hs => by rw [hn s hs]) (by rw [hn t ht])
      have e := ((hd t ht).derivWithin hu).symm.trans (hz.derivWithin hu)
      have e' := (mul_eq_zero.1 e).resolve_left (neg_ne_zero.2 hk.ne')
      exact norm_eq_zero.1 (pow_eq_zero_iff two_ne_zero |>.1 e')
    have key : ∀ m : ℕ, ∀ t, 0 ≤ t → P ((H ^ m) (ψ t)) = 0 := by
      intro m
      induction m with
      | zero => exact hp
      | succ m ih =>
        -- the time derivative brings down one more power of H
        intro t ht
        have hu := uniqueDiffOn_Ici (0 : ℝ) t ht
        have d := ((P * H ^ m).restrictScalars ℝ).hasFDerivAt.comp_hasDerivWithinAt t (hψ t ht)
        have hz := (hasDerivWithinAt_const t (Ici 0) (0 : E)).congr
          (f₁ := ((P * H ^ m).restrictScalars ℝ) ∘ ψ) (fun s hs => ih s hs) (ih t ht)
        have e : (P * H ^ m) (-(Complex.I • H (ψ t) + ((k / 2 : ℝ) : ℂ) • P (ψ t))) = 0 :=
          (d.derivWithin hu).symm.trans (hz.derivWithin hu)
        rw [hp t ht, smul_zero, add_zero, map_neg, map_smul, neg_eq_zero, smul_eq_zero] at e
        rw [pow_succ]
        exact e.resolve_left Complex.I_ne_zero
    exact fun m => key m 0 le_rfl
  · intro h0 t ht
    have hm : MonotoneOn (fun t => ‖ψ t‖ ^ 2) (Ici 0) :=
      monotoneOn_of_hasDerivWithinAt_nonneg (f' := fun t => -k * ‖P (ψ t)‖ ^ 2) (convex_Ici 0)
        (fun s hs => (hd s hs).continuousWithinAt)
        (fun s hs => (hd s (interior_subset hs)).mono interior_subset)
        (fun s hs => by
          have e : P (ψ s) = 0 := solution_mem_dark h hk.le hψ h0 (interior_subset hs) 0
          simp [e])
    exact le_antisymm (norm_antitoneOn h hk.le hψ (mem_Ici.2 le_rfl) (mem_Ici.2 ht) ht)
      ((sq_le_sq₀ (norm_nonneg _) (norm_nonneg _)).1 (hm (mem_Ici.2 le_rfl) (mem_Ici.2 ht) ht))
```

## (g) Eigenvectors that P annihilates

Let Hv = μv and Pv = 0. Show that v is dark.

P Hᵐ v = μᵐ Pv = 0.

Lean proves this by induction on m.

```lean
/-- An eigenvector of `H` that is annihilated by `P` lies in the dark subspace. -/
theorem eigenvector_mem_dark {v : E} {μ : ℂ} (hv : H v = μ • v) (hp : P v = 0) :
    v ∈ darkSubspace H P := by
  intro m
  induction m with
  | zero => exact hp
  | succ m ih =>
    rw [pow_succ]
    change P ((H ^ m) (H v)) = 0
    rw [hv, map_smul, map_smul, ih, smul_zero]
```

## (h) Two levels coupled to a decaying third

Number the levels 0, 1, 2 and set the coupling to 1:

H(x₀, x₁, x₂) = (x₂, x₂, x₀ + x₁).

```lean
/-- A three-level Hamiltonian in which levels 0 and 1 couple equally to level 2. -/
def threeLevelH : EuclideanSpace ℂ (Fin 3) →L[ℂ] EuclideanSpace ℂ (Fin 3) :=
  LinearMap.toContinuousLinearMap
    { toFun := fun x => !₂[x 2, x 2, x 0 + x 1]
      map_add' := fun x y => by ext i; fin_cases i <;> simp; ring
      map_smul' := fun c x => by ext i; fin_cases i <;> simp; ring }
```

Only level 2 decays:

P(x₀, x₁, x₂) = (0, 0, x₂).

```lean
/-- The projection onto level 2 of the three-level system. -/
def threeLevelP : EuclideanSpace ℂ (Fin 3) →L[ℂ] EuclideanSpace ℂ (Fin 3) :=
  LinearMap.toContinuousLinearMap
    { toFun := fun x => !₂[0, 0, x 2]
      map_add' := fun x y => by ext i; fin_cases i <;> simp
      map_smul' := fun c x => by ext i; fin_cases i <;> simp }
```

Show that a = (1, −1, 0)/√2 is dark, while b = (1, 1, 0)/√2 satisfies Pb = 0 but is not dark.

H has a real symmetric matrix, and P is a coordinate projection. For a, Ha = 0 and Pa = 0, so (g) applies with μ = 0. For b,

Pb = 0, P H b = (0, 0, √2) ≠ 0.

The condition at m = 0 alone is thus not enough. Lean uses the vectors without the factor 1/√2.

```lean
/-- The three-level `H` is symmetric and `P` is an orthogonal projection; the state `(1, -1, 0)`
is dark, while `(1, 1, 0)` is annihilated by `P` but is not dark. -/
theorem threeLevel_witness : IsRadicalPair threeLevelH threeLevelP ∧
    !₂[(1 : ℂ), -1, 0] ∈ darkSubspace threeLevelH threeLevelP ∧
    threeLevelP !₂[(1 : ℂ), 1, 0] = 0 ∧
    !₂[(1 : ℂ), 1, 0] ∉ darkSubspace threeLevelH threeLevelP := by
  have hH : ∀ x, threeLevelH x = !₂[x 2, x 2, x 0 + x 1] := fun _ => rfl
  have hP : ∀ x, threeLevelP x = !₂[0, 0, x 2] := fun _ => rfl
  refine ⟨⟨fun x y => ?_, fun x y => ?_, fun x => ?_⟩,
    eigenvector_mem_dark (μ := 0) ?_ ?_, ?_, fun h => ?_⟩
  · rw [hH, hH]
    simp [PiLp.inner_apply, Fin.sum_univ_three]
    ring
  · rw [hP, hP]
    simp [PiLp.inner_apply, Fin.sum_univ_three]
  · ext i
    rw [hP, hP]
    fin_cases i <;> simp
  · rw [hH]
    ext i; fin_cases i <;> simp
  · rw [hP]
    ext i; fin_cases i <;> simp
  · rw [hP]
    ext i; fin_cases i <;> simp
  · -- one application of H feeds the decaying level
    have h1 := h 1
    rw [pow_one, hH, hP] at h1
    have h2 : (1 : ℂ) + 1 = 0 := congrArg (fun x : EuclideanSpace ℂ (Fin 3) => x 2) h1
    norm_num at h2

end

end RadicalPairDarkStates
```

```lean
#print axioms RadicalPairDarkStates.norm_constant_iff_dark
```

```
'RadicalPairDarkStates.norm_constant_iff_dark' depends on axioms: [propext, Classical.choice, Quot.sound]
```

## A density matrix in place of ψ

A mixed initial spin state can be described by a density matrix ρ with tr ρ(0) = 1. It obeys ρ′ = −i[H, ρ] − (k/2)(Pρ + ρP), and tr ρ(t) is the survival probability. In finite dimension the criterion would then be that every vector in the range of ρ(0) is dark. That version is offered here without a formal proof.
